# Passive Hermitian matrices on finitely many levels commute with the Hamiltonian and have ordered populations

To ask when a driven quantum system can deliver no work, we model a cyclic process by a unitary matrix U and require that no U at all lowers the mean energy. A matrix ρ with this property is called passive. The step from model to laboratory is the assumption that cyclic driving can realise every U; with restricted control, fewer inequalities are available.

The levels are labelled by a finite set `n`.

```lean
import Mathlib

open Matrix

namespace ConversePassivity

noncomputable section

variable {n : Type*} [Fintype n] [DecidableEq n]
```

In the energy basis the Hamiltonian is H = diag(E_i), with real E_i that may coincide.

```lean
/-- The Hamiltonian with real levels `E`, written in its energy basis. -/
def hamiltonian (E : n → ℝ) : Matrix n n ℂ := diagonal fun i => (E i : ℂ)
```

The mean energy is Re tr(ρH). The real part makes it a real number for any complex matrix; for Hermitian ρ the trace is already real.

```lean
/-- The mean energy `Re tr(ρ H)`. -/
def energy (E : n → ℝ) (ρ : Matrix n n ℂ) : ℝ := (trace (ρ * hamiltonian E)).re
```

Passivity compares ρ with UρU† for every unitary U. Lean writes U† as `Uᴴ`.

```lean
/-- A matrix `ρ` is passive if no unitary lowers its mean energy. -/
def IsPassive (E : n → ℝ) (ρ : Matrix n n ℂ) : Prop :=
  ∀ U ∈ unitaryGroup n ℂ, energy E ρ ≤ energy E (U * ρ * Uᴴ)
```

## Reflections bound a covariance

For a vector v, `expect v M` is ⟨v|M|v⟩, without division by s = ⟨v|v⟩.

```lean
/-- The unnormalised expectation value `⟨v|M|v⟩`. -/
def expect (v : n → ℂ) (M : Matrix n n ℂ) : ℂ := star v ⬝ᵥ (M *ᵥ v)
```

The vectors needed later are e_i + z e_j, with a complex amplitude z. For i ≠ j their squared norm is 1 + |z|².

```lean
/-- The superposition `e_i + z e_j` of two energy levels. -/
def twoLevel (i j : n) (z : ℂ) : n → ℂ :=
  fun k => (if k = i then 1 else 0) + (if k = j then z else 0)
```

For v ≠ 0 let P = |v⟩⟨v| and U = 1 − (2/s)P. P is Hermitian and P² = sP, so U is Hermitian with U² = 1, and therefore unitary. Expanding the energy gives

tr(UρUH) = tr(ρH) − (2/s)⟨v|ρH + Hρ|v⟩ + (4/s²)⟨v|ρ|v⟩⟨v|H|v⟩.

Passivity makes the real part of the last two terms non-negative. Multiplying by s²/2,

s Re⟨v|ρH + Hρ|v⟩ ≤ 2 Re(⟨v|ρ|v⟩⟨v|H|v⟩).

For Hermitian ρ and a unit vector this says that the symmetrised covariance of ρ and H, with ρ read as an observable, is at most zero. In the proof, `hUU` checks U² = 1, `hexp` is the expansion, and `hT` turns traces with P into expectation values. The case v = 0 is treated separately.

```lean
/-- In every vector `v`, the real part of the symmetrised covariance of a passive `ρ` with the
Hamiltonian is non-positive; the factor `⟨v|1|v⟩` accounts for the normalisation. -/
theorem covariance_nonpos {E : n → ℝ} {ρ : Matrix n n ℂ} (h : IsPassive E ρ) (v : n → ℂ) :
    (expect v 1).re * (expect v (ρ * hamiltonian E + hamiltonian E * ρ)).re
      ≤ 2 * (expect v ρ * expect v (hamiltonian E)).re := by
  obtain ⟨s, hs⟩ : ∃ s : ℝ, s = ∑ i, Complex.normSq (v i) := ⟨_, rfl⟩
  have hn : expect v 1 = (s : ℂ) := by
    rw [hs, Complex.ofReal_sum]
    simp only [expect, one_mulVec, dotProduct]
    refine Finset.sum_congr rfl fun i _ => ?_
    rw [Complex.normSq_eq_conj_mul_self]
    rfl
  have hs0 : 0 ≤ s := hs ▸ Finset.sum_nonneg fun i _ => Complex.normSq_nonneg _
  rcases hs0.eq_or_lt with h0 | hpos
  · have hv : v = 0 := by
      funext i
      have := (Finset.sum_eq_zero_iff_of_nonneg
        (fun i _ => Complex.normSq_nonneg (v i))).1 (hs.symm.trans h0.symm) i (Finset.mem_univ i)
      exact Complex.normSq_eq_zero.1 this
    simp [hv, expect]
  -- the operator |v⟩⟨v| and its algebra
  obtain ⟨P, hP⟩ : ∃ P : Matrix n n ℂ, P = vecMulVec v (star v) := ⟨_, rfl⟩
  have hT : ∀ M, trace (P * M) = expect v M := by
    intro M
    simp only [hP, trace, diag_apply, mul_apply, vecMulVec_apply, expect, dotProduct, mulVec,
      Finset.mul_sum]
    rw [Finset.sum_comm]
    exact Finset.sum_congr rfl fun _ _ => Finset.sum_congr rfl fun _ _ => by ring
  have hPMP : ∀ M, P * M * P = expect v M • P := by
    intro M
    ext i j
    simp only [hP, mul_apply, Matrix.smul_apply, smul_eq_mul, vecMulVec_apply, expect, dotProduct,
      mulVec, Finset.mul_sum, Finset.sum_mul]
    rw [Finset.sum_comm]
    exact Finset.sum_congr rfl fun _ _ => Finset.sum_congr rfl fun _ _ => by ring
  have hPP : P * P = (s : ℂ) • P := by
    have := hPMP 1
    rwa [mul_one, hn] at this
  have hPh : Pᴴ = P := by
    ext i j
    simp [hP, vecMulVec_apply, mul_comm]
  -- the reflection 1 - (2/s)|v⟩⟨v| is unitary
  obtain ⟨r, hr⟩ : ∃ r : ℝ, r = 2 / s := ⟨_, rfl⟩
  have hrs : r * s = 2 := by rw [hr]; field_simp
  have hrs' : (r : ℂ) * s = 2 := by exact_mod_cast hrs
  have hUh : (1 - (r : ℂ) • P)ᴴ = 1 - (r : ℂ) • P := by
    rw [conjTranspose_sub, conjTranspose_smul, conjTranspose_one, hPh]
    simp
  have hUU : (1 - (r : ℂ) • P) * (1 - (r : ℂ) • P) = 1 := by
    simp only [mul_sub, sub_mul, one_mul, mul_one, Matrix.smul_mul, Matrix.mul_smul, hPP,
      smul_smul]
    have e : (r : ℂ) * (r * s) = 2 * r := by rw [hrs']; ring
    rw [e]
    module
  have key := h (1 - (r : ℂ) • P) (mem_unitaryGroup_iff.2 (by
    rw [star_eq_conjTranspose, hUh, hUU]))
  rw [hUh] at key
  have hexp : (1 - (r : ℂ) • P) * ρ * (1 - (r : ℂ) • P) * hamiltonian E
      = ρ * hamiltonian E - (r : ℂ) • (P * (ρ * hamiltonian E))
        - (r : ℂ) • (ρ * (P * hamiltonian E))
        + (r : ℂ) • ((r : ℂ) • (P * ρ * P * hamiltonian E)) := by
    simp only [mul_sub, sub_mul, one_mul, mul_one, Matrix.smul_mul, Matrix.mul_smul, mul_assoc]
    module
  have hc : trace (ρ * (P * hamiltonian E)) = expect v (hamiltonian E * ρ) := by
    rw [trace_mul_comm, mul_assoc, hT]
  have hadd : expect v (ρ * hamiltonian E + hamiltonian E * ρ)
      = expect v (ρ * hamiltonian E) + expect v (hamiltonian E * ρ) := by
    rw [← hT, mul_add, trace_add, hT, hT]
  unfold energy at key
  rw [hexp, hPMP, Matrix.smul_mul] at key
  simp only [trace_add, trace_sub, trace_smul, hT, hc, smul_eq_mul, Complex.add_re,
    Complex.sub_re, Complex.re_ofReal_mul] at key
  rw [hn, hadd, Complex.ofReal_re, Complex.add_re]
  set a := (expect v (ρ * hamiltonian E)).re
  set b := (expect v (hamiltonian E * ρ)).re
  set w := (expect v ρ * expect v (hamiltonian E)).re
  have h1 : 0 ≤ s * s * (-(r * a) - r * b + r * (r * w)) :=
    mul_nonneg (mul_self_nonneg s) (by linarith)
  have h2 : s * s * (-(r * a) - r * b + r * (r * w)) = -2 * (s * (a + b)) + 4 * w := by
    linear_combination (-s * (a + b) + (r * s + 2) * w) * hrs
  linarith
```

## Two levels at a time

Inserting v = e_i + z e_j gives

⟨v|M|v⟩ = M_ii + z M_ij + z* M_ji + |z|² M_jj.

```lean
/-- The expectation value in `e_i + z e_j` in terms of matrix elements. -/
theorem expect_twoLevel (M : Matrix n n ℂ) (i j : n) (z : ℂ) :
    expect (twoLevel i j z) M
      = M i i + z * M i j + star z * M j i + star z * z * M j j := by
  have hst : star (twoLevel i j z) = twoLevel i j (star z) := by
    funext k
    simp only [Pi.star_apply, twoLevel]
    split_ifs <;> simp
  rw [expect, hst]
  simp only [twoLevel, dotProduct, mulVec, mul_add, add_mul, Finset.sum_add_distrib, mul_ite,
    ite_mul, mul_one, one_mul, mul_zero, zero_mul, Finset.sum_ite_eq', Finset.mem_univ, if_true]
  ring
```

Let ρ be Hermitian, i ≠ j, p_i = ρ_ii, q = |z|² and x = Re(zρ_ij). The covariance bound becomes

(1 + q)(p_i E_i + x(E_i + E_j) + q p_j E_j) ≤ (p_i + 2x + q p_j)(E_i + qE_j).

Multiplying out and cancelling leaves

q(p_i − p_j)(E_i − E_j) ≤ x(1 − q)(E_i − E_j).

Lean expands into real and imaginary parts and leaves the cancellation to `nlinarith`.

```lean
/-- For a passive Hermitian `ρ` and two distinct levels, the population difference and the
coherence obey this inequality for every complex amplitude `z`. -/
theorem twoLevel_inequality {E : n → ℝ} {ρ : Matrix n n ℂ} (hρ : ρ.IsHermitian)
    (h : IsPassive E ρ) {i j : n} (hij : i ≠ j) (z : ℂ) :
    Complex.normSq z * (((ρ i i).re - (ρ j j).re) * (E i - E j))
      ≤ (z * ρ i j).re * (1 - Complex.normSq z) * (E i - E j) := by
  have hji : ρ j i = star (ρ i j) := (hρ.apply j i).symm
  have him : ∀ k, (ρ k k).im = 0 := by
    intro k
    have := congrArg Complex.im (hρ.apply k k)
    simp only [Complex.star_def, Complex.conj_im] at this
    linarith
  have key := covariance_nonpos h (twoLevel i j z)
  simp only [expect_twoLevel, Matrix.add_apply, hamiltonian, mul_diagonal, diagonal_mul,
    diagonal_apply_eq, diagonal_apply_ne _ hij, diagonal_apply_ne _ hij.symm, one_apply_eq,
    one_apply_ne hij, one_apply_ne hij.symm, hji, Complex.star_def, Complex.add_re,
    Complex.add_im, Complex.mul_re, Complex.mul_im, Complex.conj_re, Complex.conj_im,
    Complex.ofReal_re, Complex.ofReal_im, Complex.one_re, Complex.one_im, Complex.zero_re,
    Complex.zero_im, him] at key
  simp only [Complex.normSq_apply, Complex.mul_re]
  nlinarith [key]
```

Suppose E_i ≠ E_j but ρ_ij ≠ 0. Put D = E_i − E_j, m = |ρ_ij|², a = (p_i − p_j)D and z = tρ_ij* with t real. Then q = t²m and x = tm, and division by m > 0 gives

0 ≤ Dt − at² − mDt³ for every real t.

The cubic vanishes at t = 0, so it has a minimum there and its slope D must be zero, a contradiction. `hpos`, `hmin` and `hd` are the inequality, the minimum and the derivative.

```lean
/-- A passive Hermitian `ρ` has no coherence between levels of different energy. -/
theorem coherence_eq_zero {E : n → ℝ} {ρ : Matrix n n ℂ} (hρ : ρ.IsHermitian)
    (h : IsPassive E ρ) {i j : n} (hE : E i ≠ E j) : ρ i j = 0 := by
  by_contra hne
  have hij : i ≠ j := fun e => hE (by rw [e])
  have hm : 0 < Complex.normSq (ρ i j) := Complex.normSq_pos.2 hne
  set m := Complex.normSq (ρ i j) with hmdef
  set D := E i - E j with hD
  set a := ((ρ i i).re - (ρ j j).re) * D with ha
  -- amplitudes along the conjugate coherence give a non-negative cubic in t
  have hpos : ∀ t : ℝ, 0 ≤ D * t - a * t ^ 2 - (m * D) * t ^ 3 := by
    intro t
    have k := twoLevel_inequality hρ h hij ((t : ℂ) * star (ρ i j))
    have e1 : Complex.normSq ((t : ℂ) * star (ρ i j)) = t ^ 2 * m := by
      rw [hmdef]
      simp only [Complex.normSq_apply, Complex.star_def, Complex.mul_re, Complex.mul_im,
        Complex.conj_re, Complex.conj_im, Complex.ofReal_re, Complex.ofReal_im]
      ring
    have e2 : ((t : ℂ) * star (ρ i j) * ρ i j).re = t * m := by
      rw [hmdef]
      simp only [Complex.normSq_apply, Complex.star_def, Complex.mul_re, Complex.mul_im,
        Complex.conj_re, Complex.conj_im, Complex.ofReal_re, Complex.ofReal_im]
      ring
    rw [e1, e2, ← hD, ← ha] at k
    refine nonneg_of_mul_nonneg_right (a := m) ?_ hm
    linarith
  -- its minimum at t = 0 forces the slope D to vanish
  have hd : HasDerivAt (fun t : ℝ => D * t - a * t ^ 2 - (m * D) * t ^ 3) D 0 :=
    ((((hasDerivAt_id' (0 : ℝ)).const_mul D).fun_sub
      ((hasDerivAt_pow 2 (0 : ℝ)).const_mul a)).fun_sub
      ((hasDerivAt_pow 3 (0 : ℝ)).const_mul (m * D))).congr_deriv (by norm_num)
  have hmin : IsLocalMin (fun t : ℝ => D * t - a * t ^ 2 - (m * D) * t ^ 3) 0 :=
    Filter.Eventually.of_forall fun t => by
      show D * 0 - a * 0 ^ 2 - (m * D) * 0 ^ 3 ≤ D * t - a * t ^ 2 - (m * D) * t ^ 3
      linarith [hpos t]
  exact hE (sub_eq_zero.1 (hmin.hasDerivAt_eq_zero hd))
```

The commutator has entries

(ρH − Hρ)_ij = ρ_ij(E_j − E_i),

and each now vanishes, because either the energies agree or the coherence is zero. Setting z = 1 in the two-level inequality gives

(p_i − p_j)(E_i − E_j) ≤ 0,

so E_i < E_j implies p_j ≤ p_i. The theorem assumes only that ρ is Hermitian and passive; positivity and unit trace are not required.

```lean
/-- Converse of passivity: if no unitary lowers the mean energy of a Hermitian `ρ`, then `ρ`
commutes with the Hamiltonian and a higher level is never more populated than a lower one. -/
theorem commute_and_ordered_of_passive {E : n → ℝ} {ρ : Matrix n n ℂ} (hρ : ρ.IsHermitian)
    (h : IsPassive E ρ) :
    ρ * hamiltonian E = hamiltonian E * ρ ∧
      ∀ i j, E i < E j → (ρ j j).re ≤ (ρ i i).re := by
  constructor
  · ext i j
    rw [hamiltonian, mul_diagonal, diagonal_mul]
    by_cases hE : E i = E j
    · rw [hE, mul_comm]
    · rw [coherence_eq_zero hρ h hE, zero_mul, mul_zero]
  · intro i j hE
    have k := twoLevel_inequality hρ h (fun e => hE.ne (by rw [e])) (1 : ℂ) (i := i) (j := j)
    rw [map_one, sub_self, mul_zero, zero_mul, one_mul] at k
    by_contra hlt
    nlinarith [mul_pos (sub_pos.2 (not_le.1 hlt)) (sub_pos.2 hE)]
```

## Ordered diagonal states are passive

Let ρ = diag(r_i), with r_j ≤ r_i whenever E_i < E_j. Then

Re tr(UρU†H) = Σ_ij |U_ij|² r_j E_i.

The numbers |U_ij|² form a doubly stochastic matrix, which by Birkhoff's theorem is a mixture of permutations σ with weights w_σ. The energy is therefore

Σ_σ w_σ Σ_i E_i r_σ(i) ≥ Σ_i E_i r_i,

by the rearrangement inequality. These steps are `hds`, `hmix` and the final `calc`; `Antivary` expresses the opposite ordering of E and r.

```lean
/-- A real diagonal matrix whose entries do not increase with energy is passive. -/
theorem passive_of_ordered (E r : n → ℝ) (hr : ∀ i j, E i < E j → r j ≤ r i) :
    IsPassive E (diagonal fun i => (r i : ℂ)) := by
  intro U hU
  have hl : energy E (diagonal fun i => (r i : ℂ)) = ∑ i, E i * r i := by
    simp only [energy, hamiltonian, trace, diag_apply, mul_diagonal, diagonal_apply_eq,
      Complex.re_sum, Complex.re_ofReal_mul, Complex.ofReal_re]
    exact Finset.sum_congr rfl fun _ _ => mul_comm _ _
  have hR : energy E (U * (diagonal fun i => (r i : ℂ)) * Uᴴ)
      = ∑ i, ∑ j, Complex.normSq (U i j) * (r j * E i) := by
    simp only [energy, hamiltonian, trace, diag_apply, mul_diagonal]
    rw [Complex.re_sum]
    refine Finset.sum_congr rfl fun i _ => ?_
    rw [mul_apply, Finset.sum_mul, Complex.re_sum]
    refine Finset.sum_congr rfl fun j _ => ?_
    simp only [mul_diagonal, conjTranspose_apply, Complex.star_def, Complex.mul_re,
      Complex.mul_im, Complex.conj_re, Complex.conj_im, Complex.ofReal_re, Complex.ofReal_im,
      Complex.normSq_apply]
    ring
  -- transition probabilities are doubly stochastic, hence mixtures of permutations
  have hds : (Matrix.of fun i j => Complex.normSq (U i j)) ∈ doublyStochastic ℝ n := by
    refine mem_doublyStochastic_iff_sum.2
      ⟨fun i j => Complex.normSq_nonneg _, fun i => ?_, fun j => ?_⟩
    · have h := congrArg Complex.re (congrFun (congrFun (mem_unitaryGroup_iff.1 hU) i) i)
      simp only [mul_apply, star_apply, Complex.re_sum, Complex.star_def, Complex.mul_conj,
        Complex.ofReal_re, one_apply_eq, Complex.one_re] at h
      exact h
    · have h := congrArg Complex.re (congrFun (congrFun (mem_unitaryGroup_iff'.1 hU) j) j)
      simp only [mul_apply, star_apply, Complex.re_sum, Complex.star_def,
        ← Complex.normSq_eq_conj_mul_self, Complex.ofReal_re, one_apply_eq, Complex.one_re] at h
      exact h
  obtain ⟨w, hw0, hw1, hw⟩ := exists_eq_sum_perm_of_mem_doublyStochastic hds
  have hent : ∀ i j, Complex.normSq (U i j)
      = ∑ σ : Equiv.Perm n, w σ * (if σ i = j then 1 else 0) := by
    intro i j
    have h := congrFun (congrFun hw i) j
    simp only [Matrix.sum_apply, Matrix.smul_apply, smul_eq_mul, Equiv.Perm.permMatrix,
      PEquiv.toMatrix_apply, Equiv.toPEquiv_apply, Option.mem_some_iff, Matrix.of_apply] at h
    convert h.symm
  have hmix : ∑ i, ∑ j, Complex.normSq (U i j) * (r j * E i)
      = ∑ σ : Equiv.Perm n, w σ * ∑ i, E i * r (σ i) := by
    simp only [Finset.mul_sum]
    rw [Finset.sum_comm (s := (Finset.univ : Finset (Equiv.Perm n)))]
    refine Finset.sum_congr rfl fun i _ => ?_
    simp only [hent, Finset.sum_mul]
    rw [Finset.sum_comm]
    refine Finset.sum_congr rfl fun σ _ => ?_
    simp only [mul_ite, mul_one, mul_zero, ite_mul, zero_mul, Finset.sum_ite_eq,
      Finset.mem_univ, if_true]
    ring
  -- no permutation lowers the energy, by the rearrangement inequality
  have hanti : Antivary E r := fun i j hlt => by
    by_contra hc
    exact absurd (hr i j (not_le.1 hc)) (not_le.2 hlt)
  rw [hl, hR, hmix]
  calc ∑ i, E i * r i = ∑ σ : Equiv.Perm n, w σ * ∑ i, E i * r i := by
        rw [← Finset.sum_mul, hw1, one_mul]
    _ ≤ _ := Finset.sum_le_sum fun σ _ =>
        mul_le_mul_of_nonneg_left hanti.sum_mul_le_sum_mul_comp_perm (hw0 σ)
```

If all levels are distinct (`Function.Injective E`), the two directions combine into an equivalence. For a finite non-degenerate system, this identifies the quantum states from which no unitary extracts work. In the smallest non-trivial case, two distinct levels, the passive density matrices are the diagonal ones with ground-state population at least 1/2.

```lean
/-- For non-degenerate levels, a Hermitian `ρ` is passive exactly when it is diagonal in the
energy basis with populations that do not increase with energy. -/
theorem passive_iff_of_nondegenerate {E : n → ℝ} (hE : Function.Injective E)
    {ρ : Matrix n n ℂ} (hρ : ρ.IsHermitian) :
    IsPassive E ρ ↔
      (∀ i j, i ≠ j → ρ i j = 0) ∧ ∀ i j, E i < E j → (ρ j j).re ≤ (ρ i i).re := by
  constructor
  · exact fun h => ⟨fun i j hij => coherence_eq_zero hρ h (hE.ne hij),
      (commute_and_ordered_of_passive hρ h).2⟩
  · rintro ⟨hd, ho⟩
    have e : ρ = diagonal fun i => (((ρ i i).re : ℝ) : ℂ) := by
      ext i j
      by_cases hij : i = j
      · subst hij
        rw [diagonal_apply_eq]
        exact (Complex.conj_eq_iff_re.1 (hρ.apply i i)).symm
      · rw [hd i j hij, diagonal_apply_ne _ hij]
    rw [e]
    exact passive_of_ordered E _ ho
```

## With degenerate levels, commuting and order in one energy basis do not suffice

With levels 0, 0, 1, a coherence inside the degenerate pair commutes with H. The matrix below has trace 5; dividing by 5 gives a density matrix.

```lean
/-- An unnormalised three-level matrix with a coherence between its first two levels. -/
def coherentBlock : Matrix (Fin 3) (Fin 3) ℂ := !![2, 2, 0; 2, 2, 0; 0, 0, 1]
```

Its diagonal populations 2, 2, 1 are ordered, but the degenerate block has eigenvalues 4 and 0. In an energy basis that also diagonalises ρ the populations are 4, 0, 1, and the order fails: a state of the lower level has population 0, the upper level 1. The covariance bound detects this. For v = (1, −1, 1), s = 3, ⟨v|ρ|v⟩ = ⟨v|H|v⟩ = 1 and ⟨v|ρH + Hρ|v⟩ = 2, so the covariance bound would read 6 ≤ 2. For the normalised state and vector the covariance is 2/45, which is positive. Lean checks the matrix entries case by case and derives the same contradiction.

```lean
/-- With levels `0, 0, 1`, the Hermitian matrix `coherentBlock` commutes with the Hamiltonian
and has ordered populations, yet it is not passive. -/
theorem degenerate_counterexample :
    coherentBlock.IsHermitian ∧
    coherentBlock * hamiltonian ![0, 0, 1] = hamiltonian ![0, 0, 1] * coherentBlock ∧
    (∀ i j, (![0, 0, 1] : Fin 3 → ℝ) i < (![0, 0, 1] : Fin 3 → ℝ) j →
      (coherentBlock j j).re ≤ (coherentBlock i i).re) ∧
    ¬ IsPassive ![0, 0, 1] coherentBlock := by
  have hH : hamiltonian ![0, 0, 1] = !![0, 0, 0; 0, 0, 0; 0, 0, 1] := by
    ext i j
    fin_cases i <;> fin_cases j <;> simp [hamiltonian]
  refine ⟨?_, ?_, ?_, fun h => ?_⟩
  · ext i j
    fin_cases i <;> fin_cases j <;> simp [coherentBlock]
  · rw [hH]
    ext i j
    fin_cases i <;> fin_cases j <;> simp [coherentBlock, mul_apply, Fin.sum_univ_succ]
  · intro i j
    fin_cases i <;> fin_cases j <;> norm_num [coherentBlock]
  · -- the vector (1, -1, 1) has positive covariance
    have k := covariance_nonpos h ![1, -1, 1]
    have h3 : expect (![1, -1, 1] : Fin 3 → ℂ) 1 = 3 := by
      rw [expect, one_mulVec]
      norm_num [dotProduct, Fin.sum_univ_succ]
    rw [hH, h3] at k
    norm_num [expect, coherentBlock, dotProduct, mulVec, mul_apply, Fin.sum_univ_succ] at k

end

end ConversePassivity
```

```lean
#print axioms ConversePassivity.commute_and_ordered_of_passive
-- 'ConversePassivity.commute_and_ordered_of_passive' depends on axioms: [propext, Classical.choice, Quot.sound]
#print axioms ConversePassivity.passive_iff_of_nondegenerate
-- 'ConversePassivity.passive_iff_of_nondegenerate' depends on axioms: [propext, Classical.choice, Quot.sound]
#print axioms ConversePassivity.degenerate_counterexample
-- 'ConversePassivity.degenerate_counterexample' depends on axioms: [propext, Classical.choice, Quot.sound]
```
